# Three edge vectors from one atom of a non-degenerate tetrahedron have non-zero determinant

Four atoms sit at points of three-dimensional real space, and the points are assumed affinely independent, which means that they do not all lie in one plane. The lemma `edge_det_ne_zero` states that the 3 × 3 matrix whose rows are the edge vectors from atom 0 to the other three atoms then has non-zero determinant. The tetrahedron need not be regular, and neither masses nor forces enter. The attempt turns affine independence into linear independence of the differences from atom 0, relabels these by `Fin 3`, identifies them with the rows of the matrix, and concludes that the matrix, and hence its determinant, is invertible.

The failing Lean file:

```lean
import Mathlib

open Matrix

namespace TetrahedralVibrations

noncomputable section

/-- Vectors in three-dimensional space. -/
abbrev Vec := Fin 3 → ℝ

/-- The matrix whose rows are the three edge vectors from atom `0`. -/
abbrev edgeMatrix (r : Fin 4 → Vec) : Matrix (Fin 3) (Fin 3) ℝ :=
  Matrix.of ![r 1 - r 0, r 2 - r 0, r 3 - r 0]

/-- The edge vectors of a non-degenerate tetrahedron have non-zero determinant. -/
theorem edge_det_ne_zero {r : Fin 4 → Vec} (hr : AffineIndependent ℝ r) :
    (edgeMatrix r).det ≠ 0 := by
  have h1 := (affineIndependent_iff_linearIndependent_vsub ℝ r 0).mp hr
  have h2 := h1.comp
    (fun k : Fin 3 => (⟨k.succ, Fin.succ_ne_zero k⟩ : {x : Fin 4 // x ≠ 0}))
    (fun a b h => Fin.succ_injective _ (congrArg Subtype.val h))
  have h3 : LinearIndependent ℝ (edgeMatrix r).row := by
    convert h2 using 1
    ext k l
    fin_cases k <;> rfl
  exact ((Matrix.isUnit_iff_isUnit_det _).mp
    (Matrix.linearIndependent_rows_iff_isUnit.mp h3)).ne_zero

end

end TetrahedralVibrations
```

Lean reports:

```
Main.lean:23:54: error: unsolved goals
case e'_5
r : Fin 4 → Vec
hr : AffineIndependent ℝ r
h1 : LinearIndependent ℝ fun i => r ↑i -ᵥ r 0
h2 : LinearIndependent ℝ ((fun i => r ↑i -ᵥ r 0) ∘ fun k => ⟨k.succ, ⋯⟩)
⊢ Real.semiring = Real.instRing.toSemiring

case e'_6
r : Fin 4 → Vec
hr : AffineIndependent ℝ r
h1 : LinearIndependent ℝ fun i => r ↑i -ᵥ r 0
h2 : LinearIndependent ℝ ((fun i => r ↑i -ᵥ r 0) ∘ fun k => ⟨k.succ, ⋯⟩)
⊢ Pi.addCommMonoid = Pi.addCommGroup.toAddCommMonoid
```

The error lies in the proof of `h3`, where `convert h2 using 1` has to match two statements of linear independence. Besides the equality of the two families of vectors, it leaves two equalities between instances: one between two forms of the semiring structure on `ℝ`, the other between two forms of the additive commutative monoid structure on the vectors. The lines `ext k l` and `fin_cases k <;> rfl` deal only with the equality of families, so the two instance goals, `e'_5` and `e'_6`, remain unsolved.

The repair proves the equality of families by itself, as `e`, with `funext k` and the same check of the three cases. After `rw [e]`, the goal speaks of the same vectors as `h2`, and `exact h2` closes it. Lean there compares the two statements as wholes, up to definitional equality, which covers the two forms of each instance as well as the composition and `-ᵥ` in `h2`. The instance equalities thus never arise as separate goals.

The change, after which it compiles:

```diff
@@ -22,7 +22,9 @@
     (fun a b h => Fin.succ_injective _ (congrArg Subtype.val h))
   have h3 : LinearIndependent ℝ (edgeMatrix r).row := by
-    convert h2 using 1
-    ext k l
-    fin_cases k <;> rfl
+    have e : (edgeMatrix r).row = fun k : Fin 3 => r k.succ - r 0 := by
+      funext k
+      fin_cases k <;> rfl
+    rw [e]
+    exact h2
   exact ((Matrix.isUnit_iff_isUnit_det _).mp
     (Matrix.linearIndependent_rows_iff_isUnit.mp h3)).ne_zero
```
